# The tangential field of a static point dipole and its image vanishes on a flat perfect-metal surface

A static point dipole `p` sits at height `h` above the plane surface of a perfect metal, and its image, with the two tangential components reversed and the normal one kept, sits at depth `h`. The theorem states that at every surface point `(x, y, 0)` the `x` and `y` components of the two fields sum to zero, each field being given, up to a common constant factor, by the dipole tensor applied to its dipole. The attempt first shows that the surface point is equally far from the dipole and the image. It then expands each component with `simp` and leaves the remaining algebra to `ring`.

An attempt in Lean 4 with a fault in it:

```lean
import Mathlib

open Matrix Filter Topology

namespace TangentialFieldVanishes

noncomputable section

/-- Euclidean length of a vector in three-dimensional space. -/
def len (r : Fin 3 → ℝ) : ℝ := √(r 0 ^ 2 + r 1 ^ 2 + r 2 ^ 2)

/-- The static dipole-dipole tensor `T(r) = 1/|r|³ - 3 r rᵀ/|r|⁵`, for `r ≠ 0`. -/
def dipoleTensor (r : Fin 3 → ℝ) : Matrix (Fin 3) (Fin 3) ℝ :=
  Matrix.of fun i j => (if i = j then 1 else 0) / len r ^ 3 - 3 * r i * r j / len r ^ 5

/-- The map from a dipole to its image in a perfect metal with surface normal `z`. -/
def mirror : Matrix (Fin 3) (Fin 3) ℝ := !![-1, 0, 0; 0, -1, 0; 0, 0, 1]

/-- At the surface point `(x, y, 0)` the tangential field of a dipole `p` at height `h`
is cancelled by that of its image at depth `h`. -/
theorem tangential_field_vanishes (x y h : ℝ) (p : Fin 3 → ℝ) :
    (dipoleTensor ![x, y, -h] *ᵥ p + dipoleTensor ![x, y, h] *ᵥ (mirror *ᵥ p)) 0 = 0 ∧
    (dipoleTensor ![x, y, -h] *ᵥ p + dipoleTensor ![x, y, h] *ᵥ (mirror *ᵥ p)) 1 = 0 := by
  have hl : len ![x, y, -h] = len ![x, y, h] := by simp [len]
  constructor <;>
    simp [dipoleTensor, mirror, Matrix.mulVec, dotProduct, Fin.sum_univ_three, hl] <;> ring

end

end TangentialFieldVanishes
```

Lean reports:

```
Try this:
  [apply] ring_nf
  
  The `ring` tactic failed to close the goal. Use `ring_nf` to obtain a normal form.
    
  Note that `ring` works primarily in *commutative* rings. If you have a noncommutative ring, abelian group or module, consider using `noncomm_ring`, `abel` or `module` instead.
Try this:
  [apply] ring_nf
  
  The `ring` tactic failed to close the goal. Use `ring_nf` to obtain a normal form.
    
  Note that `ring` works primarily in *commutative* rings. If you have a noncommutative ring, abelian group or module, consider using `noncomm_ring`, `abel` or `module` instead.
Main.lean:23:88: error: unsolved goals
case left
x y h : ℝ
p : Fin 3 → ℝ
hl : len ![x, y, -h] = len ![x, y, h]
⊢ ((len ![x, y, h])⁻¹ ^ 3 * p 0 - (len ![x, y, h])⁻¹ ^ 5 * x * y * p 1 * 3 + (len ![x, y, h])⁻¹ ^ 5 * x * h * p 2 * 3 -
            (len ![x, y, h])⁻¹ ^ 5 * x ^ 2 * p 0 * 3 -
          p 0 *
            vecHead fun j =>
              ((len ![x, y, h])⁻¹ ^ 3 * if 0 = j then 1 else 0) - (len ![x, y, h])⁻¹ ^ 5 * x * ![x, y, h] j * 3) -
        p 1 *
          vecHead
            (vecTail fun j =>
              ((len ![x, y, h])⁻¹ ^ 3 * if 0 = j then 1 else 0) - (len ![x, y, h])⁻¹ ^ 5 * x * ![x, y, h] j * 3) +
      p 2 *
        vecHead
          (vecTail
            (vecTail fun j =>
              ((len ![x, y, h])⁻¹ ^ 3 * if 0 = j then 1 else 0) - (len ![x, y, h])⁻¹ ^ 5 * x * ![x, y, h] j * 3)) =
    0

case right
x y h : ℝ
p : Fin 3 → ℝ
hl : len ![x, y, -h] = len ![x, y, h]
⊢ (-(y * x * (len ![x, y, h])⁻¹ ^ 5 * p 0 * 3) + y * (len ![x, y, h])⁻¹ ^ 5 * h * p 2 * 3 -
              y ^ 2 * (len ![x, y, h])⁻¹ ^ 5 * p 1 * 3 +
            (len ![x, y, h])⁻¹ ^ 3 * p 1 -
          p 0 *
            vecHead fun j =>
              -(y * (len ![x, y, h])⁻¹ ^ 5 * ![x, y, h] j * 3) + (len ![x, y, h])⁻¹ ^ 3 * if 1 = j then 1 else 0) -
        p 1 *
          vecHead
            (vecTail fun j =>
              -(y * (len ![x, y, h])⁻¹ ^ 5 * ![x, y, h] j * 3) + (len ![x, y, h])⁻¹ ^ 3 * if 1 = j then 1 else 0) +
      p 2 *
        vecHead
          (vecTail
            (vecTail fun j =>
              -(y * (len ![x, y, h])⁻¹ ^ 5 * ![x, y, h] j * 3) + (len ![x, y, h])⁻¹ ^ 3 * if 1 = j then 1 else 0)) =
    0
```

Diagnosis. Both components fail alike: `ring` cannot close the goal, and the "unsolved goals" error shows what is left. Its suggestion of `ring_nf` is no cure, since the goals shown are already in normal form.

The direct field has been multiplied out, but the image field still contains `vecHead` and `vecTail` of whole tensor rows, written as `fun j => ...`. With `mirror` unfolded in the same `simp` call, the image dipole becomes an explicit vector, and `simp` can split the product along that vector's entries, as the Mathlib lemma `Matrix.mulVec_cons` does. The rows are functions, not explicit lists, so `simp` leaves their heads unevaluated, and `ring` treats these as unknown quantities that cannot cancel against the direct field.

The repair first runs `simp only` with `Pi.add_apply` and the definitions of the products, while `dipoleTensor` and `mirror` are still folded. Every product becomes a sum over numbered entries. The second `simp` then inserts the tensors and evaluates those entries, leaving ordinary algebra for `ring`. The added comment has no effect on the proof.

This version goes through:

```diff
@@ -23,6 +23,8 @@
     (dipoleTensor ![x, y, -h] *ᵥ p + dipoleTensor ![x, y, h] *ᵥ (mirror *ᵥ p)) 1 = 0 := by
   have hl : len ![x, y, -h] = len ![x, y, h] := by simp [len]
+  -- expand into matrix entries first, then insert the tensors
   constructor <;>
-    simp [dipoleTensor, mirror, Matrix.mulVec, dotProduct, Fin.sum_univ_three, hl] <;> ring
+    simp only [Pi.add_apply, Matrix.mulVec, dotProduct, Fin.sum_univ_three] <;>
+    simp [dipoleTensor, mirror, hl] <;> ring
 
 end
```
